# The sum of cos(2πqr/N) over all q mod N is N when r ≡ 0 mod N and zero otherwise

On a ring of N sites, with N finite and positive, take the cosine waves with wavenumbers 2πq/N, one for each q mod N, and add up their values at a fixed separation r. The lemma says that the sum is N if r is zero mod N, and that otherwise the waves cancel exactly. The sum carries no factor 1/N, and no Hamiltonian or interaction enters. The attempt settles r = 0 by direct simplification. For other r it shifts q by one, which rotates the pair of cosine and sine sums by the angle 2πr/N, and since the cosine of that angle is not 1, the cosine sum must vanish.

As first written in Lean, the proof fails:

```lean
import Mathlib

open Finset

namespace LuttingerTisza

noncomputable section

variable {N : ℕ} [NeZero N] {V : Type*} [NormedAddCommGroup V] [InnerProductSpace ℝ V]

/-- The cosine of the lattice angle `2πx/N`. -/
def latticeCos (x : ZMod N) : ℝ := Real.cos (2 * Real.pi * x.val / N)

/-- The sine of the lattice angle `2πx/N`. -/
def latticeSin (x : ZMod N) : ℝ := Real.sin (2 * Real.pi * x.val / N)

/-- The lattice cosine and sine of an integer may be computed from any representative mod `N`. -/
theorem lattice_int (a : ℤ) :
    latticeCos (a : ZMod N) = Real.cos (2 * Real.pi * a / N) ∧
    latticeSin (a : ZMod N) = Real.sin (2 * Real.pi * a / N) := by
  have hN : (N : ℝ) ≠ 0 := Nat.cast_ne_zero.mpr (NeZero.ne N)
  have h : (((a : ZMod N).val : ℕ) : ℤ) = a % N := ZMod.val_intCast a
  have h3 : a = (((a : ZMod N).val : ℕ) : ℤ) + N * (a / N) := by
    rw [h, Int.emod_def]; ring
  have h2 : (a : ℝ) = ((a : ZMod N).val : ℝ) + N * ((a / N : ℤ) : ℝ) := by
    exact_mod_cast h3
  have h4 : 2 * Real.pi * a / N =
      2 * Real.pi * ((a : ZMod N).val : ℝ) / N + ((a / N : ℤ) : ℝ) * (2 * Real.pi) := by
    rw [h2]
    field_simp
  rw [h4, Real.cos_add_int_mul_two_pi, Real.sin_add_int_mul_two_pi]
  exact ⟨rfl, rfl⟩

/-- Addition formulas for the lattice cosine and sine. -/
theorem lattice_add (x y : ZMod N) :
    latticeCos (x + y) = latticeCos x * latticeCos y - latticeSin x * latticeSin y ∧
    latticeSin (x + y) = latticeSin x * latticeCos y + latticeCos x * latticeSin y ∧
    latticeCos (x - y) = latticeCos x * latticeCos y + latticeSin x * latticeSin y := by
  have h : (((x.val : ℤ) + (y.val : ℤ) : ℤ) : ZMod N) = x + y := by simp
  have h' : (((x.val : ℤ) - (y.val : ℤ) : ℤ) : ZMod N) = x - y := by simp
  rw [← h, ← h', (lattice_int _).1, (lattice_int _).2, (lattice_int _).1]
  unfold latticeCos latticeSin
  rw [← Real.cos_add, ← Real.sin_add, ← Real.cos_sub]
  refine ⟨?_, ?_, ?_⟩ <;> congr 1 <;> push_cast <;> ring

/-- Orthogonality of lattice waves: the cosines sum to `N` at `r = 0` and to zero otherwise. -/
theorem sum_latticeCos (r : ZMod N) :
    ∑ q, latticeCos (q * r) = if r = 0 then (N : ℝ) else 0 := by
  split_ifs with h
  · simp [h, latticeCos, ZMod.card]
  · -- shifting `q` by one rotates the pair of sums by the angle of `r`
    have hc : ∑ q, latticeCos (q * r) = latticeCos r * ∑ q, latticeCos (q * r)
        - latticeSin r * ∑ q, latticeSin (q * r) := by
      calc _ = ∑ q, latticeCos ((q + 1) * r) :=
            (Equiv.sum_comp (Equiv.addRight (1 : ZMod N)) (fun q => latticeCos (q * r))).symm
        _ = _ := by
            rw [mul_sum, mul_sum, ← sum_sub_distrib]
            refine sum_congr rfl fun q _ => ?_
            rw [add_mul, one_mul, (lattice_add _ _).1]; ring
    have hs : ∑ q, latticeSin (q * r) = latticeCos r * ∑ q, latticeSin (q * r)
        + latticeSin r * ∑ q, latticeCos (q * r) := by
      calc _ = ∑ q, latticeSin ((q + 1) * r) :=
            (Equiv.sum_comp (Equiv.addRight (1 : ZMod N)) (fun q => latticeSin (q * r))).symm
        _ = _ := by
            rw [mul_sum, mul_sum, ← sum_add_distrib]
            refine sum_congr rfl fun q _ => ?_
            rw [add_mul, one_mul, (lattice_add _ _).2.1]; ring
    have hp : latticeCos r ^ 2 + latticeSin r ^ 2 = 1 := Real.cos_sq_add_sin_sq _
    have hne : latticeCos r ≠ 1 := by
      intro h1
      have hN : (0 : ℝ) < N := Nat.cast_pos.mpr (NeZero.pos N)
      have hv : (0 : ℝ) < r.val :=
        Nat.cast_pos.mpr (Nat.pos_of_ne_zero fun h0 => h ((ZMod.val_eq_zero r).1 h0))
      have hlt : (r.val : ℝ) < N := Nat.cast_lt.mpr (ZMod.val_lt r)
      have hpi := Real.pi_pos
      have hx : 0 < 2 * Real.pi * r.val / N := by positivity
      have hx' : 2 * Real.pi * r.val / N < 2 * Real.pi := by
        rw [div_lt_iff₀ hN]
        exact mul_lt_mul_of_pos_left hlt (by positivity)
      exact hx.ne' ((Real.cos_eq_one_iff_of_lt_of_lt (by linarith) hx').1 h1)
    have hz : (1 - latticeCos r) * ∑ q, latticeCos (q * r) = 0 := by
      linear_combination (1 / 2) * ((1 - latticeCos r) * hc - latticeSin r * hs
        - (∑ q, latticeCos (q * r)) * hp)
    exact (mul_eq_zero.1 hz).resolve_left (sub_ne_zero.2 hne.symm)

end

end LuttingerTisza
```

Messages:

```
Main.lean:55:12: error: (deterministic) timeout at `whnf`, maximum number of heartbeats (200000) has been reached

Note: Use `set_option maxHeartbeats <num>` to set the limit.

Hint: Additional diagnostic information may be available using the `set_option diagnostics true` command.
Main.lean:68:4: error: (deterministic) timeout at `«tactic execution»`, maximum number of heartbeats (200000) has been reached

Note: Use `set_option maxHeartbeats <num>` to set the limit.

Hint: Additional diagnostic information may be available using the `set_option diagnostics true` command.
Main.lean:54:32: error: (deterministic) timeout at `«synthesize pending MVars»`, maximum number of heartbeats (200000) has been reached

Note: Use `set_option maxHeartbeats <num>` to set the limit.

Hint: Additional diagnostic information may be available using the `set_option diagnostics true` command.
```

Lean accepts the file once it reads:

```diff
@@ -49,9 +49,11 @@
   split_ifs with h
   · simp [h, latticeCos, ZMod.card]
-  · -- shifting `q` by one rotates the pair of sums by the angle of `r`
+  · have shift : ∀ g : ZMod N → ℝ, ∑ q, g (q + 1) = ∑ q, g q := fun g =>
+      Fintype.sum_equiv (Equiv.addRight (1 : ZMod N)) _ _ (fun q => by simp)
+    -- shifting `q` by one rotates the pair of sums by the angle of `r`
     have hc : ∑ q, latticeCos (q * r) = latticeCos r * ∑ q, latticeCos (q * r)
         - latticeSin r * ∑ q, latticeSin (q * r) := by
       calc _ = ∑ q, latticeCos ((q + 1) * r) :=
-            (Equiv.sum_comp (Equiv.addRight (1 : ZMod N)) (fun q => latticeCos (q * r))).symm
+            (shift (fun q => latticeCos (q * r))).symm
         _ = _ := by
             rw [mul_sum, mul_sum, ← sum_sub_distrib]
@@ -61,10 +63,12 @@
         + latticeSin r * ∑ q, latticeCos (q * r) := by
       calc _ = ∑ q, latticeSin ((q + 1) * r) :=
-            (Equiv.sum_comp (Equiv.addRight (1 : ZMod N)) (fun q => latticeSin (q * r))).symm
+            (shift (fun q => latticeSin (q * r))).symm
         _ = _ := by
             rw [mul_sum, mul_sum, ← sum_add_distrib]
             refine sum_congr rfl fun q _ => ?_
             rw [add_mul, one_mul, (lattice_add _ _).2.1]; ring
-    have hp : latticeCos r ^ 2 + latticeSin r ^ 2 = 1 := Real.cos_sq_add_sin_sq _
+    have hp : latticeCos r ^ 2 + latticeSin r ^ 2 = 1 := by
+      unfold latticeCos latticeSin
+      exact Real.cos_sq_add_sin_sq _
     have hne : latticeCos r ≠ 1 := by
       intro h1
```

Diagnosis. All three messages say that Lean reached its limit of work, not that a step is false. The first points to the shift of q in the cosine sum. There `Equiv.sum_comp` gives a sum over `Equiv.addRight 1 q`, while the goal has `q + 1`. Lean had to match the two by unfolding definitions, inside `latticeCos` and over `ZMod N`, and it ran out while doing so. The messages don't show which unfolding was so costly.

The repair proves the shift once, as `shift`, for any real function `g` on `ZMod N`. There `simp` does the matching, with `g` left opaque. Using `shift` for the cosine and sine sums then only requires putting the function in place of `g`.

The other two messages, at `hp` and at `q + 1`, name general stages of Lean's work and show no separate fault there. The change to `hp` unfolds `latticeCos` and `latticeSin` before applying `Real.cos_sq_add_sin_sq`, so that Lean needn't see through them while matching. The messages don't show that this change was needed. Moving the comment is mere tidying.
